# Time-reversal symmetry of a 2×2 transfer matrix fixes its second row by its first

A 2×2 transfer matrix acts on the amplitudes of waves travelling in two opposite directions, and time-reversal symmetry is here the condition σx conj(M) σx = M, with the conjugate taken entry by entry. The theorem `timeReversal_iff` says that this holds exactly when the second row of M is the conjugate of the first in reversed order: M₁₁ = conj(M₀₀) and M₁₀ = conj(M₀₁), counting from zero. M is any complex 2×2 matrix; no scattering potential appears, and neither flux conservation nor a value of the determinant is assumed. The attempt first computes the triple product as an explicit matrix, in the auxiliary equation `e`, and then compares entries in both directions.

In Lean, a first try:

```lean
import Mathlib

open Matrix ComplexConjugate

namespace TransferMatrixReciprocity

noncomputable section

/-- The Pauli matrix σx, which exchanges the two directions of propagation. -/
def sigmaX : Matrix (Fin 2) (Fin 2) ℂ := !![0, 1; 1, 0]

/-- Time-reversal symmetry of a transfer matrix: σx conj(M) σx = M. -/
def TimeReversal (M : Matrix (Fin 2) (Fin 2) ℂ) : Prop :=
  sigmaX * M.map (starRingEnd ℂ) * sigmaX = M

variable {M : Matrix (Fin 2) (Fin 2) ℂ}

/-- Time reversal says that the second row of the transfer matrix is the conjugate of the
first row in reversed order. -/
theorem timeReversal_iff :
    TimeReversal M ↔ M 1 1 = conj (M 0 0) ∧ M 1 0 = conj (M 0 1) := by
  have e : sigmaX * M.map (starRingEnd ℂ) * sigmaX =
      !![conj (M 1 1), conj (M 1 0); conj (M 0 1), conj (M 0 0)] := by
    ext i j
    fin_cases i <;> fin_cases j <;> simp [sigmaX, Matrix.mul_apply, Fin.sum_univ_two]
  unfold TimeReversal
  rw [e]
  constructor
  · intro h
    exact ⟨(congrFun (congrFun h 1) 1).symm, (congrFun (congrFun h 1) 0).symm⟩
  · rintro ⟨h1, h2⟩
    ext i j
    fin_cases i <;> fin_cases j <;> simp [h1, h2]

end

end TransferMatrixReciprocity
```

The error:

```
Main.lean:23:68: error: unsolved goals
case «0».«0»
M : Matrix (Fin 2) (Fin 2) ℂ
⊢ (![0, 1] ᵥ* M.map ⇑(starRingEnd ℂ)) 1 = (starRingEnd ℂ) (M 1 1)

case «0».«1»
M : Matrix (Fin 2) (Fin 2) ℂ
⊢ (![0, 1] ᵥ* M.map ⇑(starRingEnd ℂ)) 0 = (starRingEnd ℂ) (M 1 0)

case «1».«0»
M : Matrix (Fin 2) (Fin 2) ℂ
⊢ (![1, 0] ᵥ* M.map ⇑(starRingEnd ℂ)) 1 = (starRingEnd ℂ) (M 0 1)

case «1».«1»
M : Matrix (Fin 2) (Fin 2) ℂ
⊢ (![1, 0] ᵥ* M.map ⇑(starRingEnd ℂ)) 0 = (starRingEnd ℂ) (M 0 0)
```

Diagnosis. The error lies in the proof of `e`, where `simp` leaves all four entries unproved. Each remaining goal is true. In the first, for example, the row (0, 1) times the conjugated matrix, read at column 1, is indeed conj(M₁₁).

The trouble is the form in which the inner product was left. With `sigmaX` unfolded to an explicit matrix, `simp` turned its product with `M.map` into row-vector products, written `ᵥ*`. `Matrix.mul_apply` expands an entry of a matrix product, so it does not fit an entry of a vector–matrix product, and `Fin.sum_univ_two` had no visible sum to expand.

The repair adds two definitions to the `simp` call. `Matrix.vecMul` turns each such entry into a dot product, and `dotProduct` turns that into a sum over two indices. `Fin.sum_univ_two` can then write out the sum, and the zeros and ones leave the required entry. The new line break is mere layout.

The mended proof, as a diff:

```diff
@@ -23,5 +23,6 @@
       !![conj (M 1 1), conj (M 1 0); conj (M 0 1), conj (M 0 0)] := by
     ext i j
-    fin_cases i <;> fin_cases j <;> simp [sigmaX, Matrix.mul_apply, Fin.sum_univ_two]
+    fin_cases i <;> fin_cases j <;>
+      simp [sigmaX, Matrix.mul_apply, Matrix.vecMul, dotProduct, Fin.sum_univ_two]
   unfold TimeReversal
   rw [e]
```
